# The energies of a two-state Hamiltonian at complex coupling coincide exactly where its discriminant vanishes

The model is a two-by-two Hamiltonian with diagonal energies 0 and g + γ − zγ and off-diagonal coupling zδ, where g, γ and δ are any real numbers and z is complex. The theorem `levels_coincide_iff` says that its secular determinant equals (E − e)² for some complex e and all E, so that the two eigenvalues coincide, exactly when (g + γ − zγ)² + 4δ²z² = 0. It does not say whether the matrix can be diagonalised at such a z. For the forward direction, the attempt evaluates an identity for the determinant at E = e and E = e + 1, deduces that e is the mean of the diagonal energies, and then reads off that the discriminant is zero. For the converse, it takes that mean as e.

The first attempt, which Lean rejects:

```lean
import Mathlib

open Metric Filter Topology ComplexConjugate

namespace IntruderStateConvergence

/-- Two-state Hamiltonian at complex coupling `z`: a reference state at energy `0` and a second
state at energy `g + γ - z γ`, coupled by `z δ`. -/
def hamiltonian (g γ δ : ℝ) (z : ℂ) : Matrix (Fin 2) (Fin 2) ℂ :=
  !![0, z * δ; z * δ, g + γ - z * γ]

/-- The secular determinant `det (E - H(z))`. -/
def secularDet (g γ δ : ℝ) (z E : ℂ) : ℂ :=
  (E • (1 : Matrix (Fin 2) (Fin 2) ℂ) - hamiltonian g γ δ z).det

/-- The function `(g + γ - z γ)² + 4 δ² z²` of the coupling `z`. -/
def discr (g γ δ : ℝ) (z : ℂ) : ℂ :=
  ((g : ℂ) + γ - z * γ) ^ 2 + 4 * (δ : ℂ) ^ 2 * z ^ 2

/-- Four times the secular determinant is a square minus `discr`. -/
theorem four_mul_secularDet (g γ δ : ℝ) (z E : ℂ) :
    4 * secularDet g γ δ z E = (2 * E - ((g : ℂ) + γ - z * γ)) ^ 2 - discr g γ δ z := by
  have h : secularDet g γ δ z E = E * (E - ((g : ℂ) + γ - z * γ)) - (z * δ) ^ 2 := by
    simp [secularDet, hamiltonian, Matrix.det_fin_two]
    ring
  rw [h, discr]
  ring

/-- The two energy levels coincide at coupling `z` exactly when `discr` vanishes there. -/
theorem levels_coincide_iff (g γ δ : ℝ) (z : ℂ) :
    (∃ e : ℂ, ∀ E, secularDet g γ δ z E = (E - e) ^ 2) ↔ discr g γ δ z = 0 := by
  constructor
  · rintro ⟨e, he⟩
    have h1 := four_mul_secularDet g γ δ z e
    have h2 := four_mul_secularDet g γ δ z (e + 1)
    rw [he] at h1 h2
    -- comparing two energies shows that `e` is the mean of the diagonal energies
    have h3 : 2 * e - ((g : ℂ) + γ - z * γ) = 0 := by
      linear_combination (h1 - h2) / 4
    rw [h3] at h1
    linear_combination -h1
  · intro h
    refine ⟨((g : ℂ) + γ - z * γ) / 2, fun E => ?_⟩
    linear_combination (four_mul_secularDet g γ δ z E) / 4 - h / 4

end IntruderStateConvergence
```

Lean reports:

```
Main.lean:41:4: error: ring failed, ring expressions not equal
g γ δ : ℝ
z e : ℂ
he : ∀ (E : ℂ), secularDet g γ δ z E = (E - e) ^ 2
h1 : 4 * (e - e) ^ 2 = 0 ^ 2 - discr g γ δ z
h2 : 4 * (e + 1 - e) ^ 2 = (2 * (e + 1) - (↑g + ↑γ - z * ↑γ)) ^ 2 - discr g γ δ z
h3 : 2 * e - (↑g + ↑γ - z * ↑γ) = 0
⊢ discr g γ δ z * 2 = 0
```

Cause. The error is a wrong sign in the last step of the forward direction. After the rewrite with `h3`, the hypothesis `h1` reads `4 * (e - e) ^ 2 = 0 ^ 2 - discr g γ δ z`, which amounts to 0 = −`discr g γ δ z`. The goal is `discr g γ δ z = 0`.

`linear_combination` subtracts the right side from the left in both the goal and the proposed combination, and asks `ring` to show that the two differences agree. For the goal the difference is `discr g γ δ z`. For `h1` it is also `discr g γ δ z`, because the minus sign on the right is cancelled by the subtraction. Using `-h1` therefore adds the two where they should cancel, and leaves the false identity `discr g γ δ z * 2 = 0` shown in the message. `ring` does not use the hypotheses, so it cannot close this.

The repair replaces `-h1` by `h1`. The differences are then equal and `ring` succeeds.

This version goes through:

```diff
@@ -39,5 +39,5 @@
       linear_combination (h1 - h2) / 4
     rw [h3] at h1
-    linear_combination -h1
+    linear_combination h1
   · intro h
     refine ⟨((g : ℂ) + γ - z * γ) / 2, fun E => ?_⟩
```
